# The floor configuration minimizes the energy of a periodic one-dimensional lattice gas with convex interactions

Suppose that atoms adsorbed along a row of surface sites repel one another. If 4 atoms share every 6 sites, equal spacing would require gaps of 1.5 sites, which the lattice forbids. Which arrangement then has the lowest energy?

Let $x_j\in\mathbb Z$ be the site of particle $j$, with $n$ particles in each period of $N$ sites. Particles whose labels differ by $p$ interact through $V_p$, for $p=1,\dots,P$. When every $V_p$ is convex on the integers, $x_j=\lfloor jN/n\rfloor$ minimizes the energy per period

$$E(x)=\sum_{p=1}^{P}\sum_{j=0}^{n-1}V_p(x_{j+p}-x_j).$$

Starting the sum at $j=0$ instead of $j=1$ changes nothing, because the distances repeat with period $n$.

```lean
import Mathlib

open Finset

namespace LatticeGas

noncomputable section

/-- Particle positions on the integer lattice that repeat after `n` particles and `N` sites. -/
def IsConfig (n : ℕ) (N : ℤ) (x : ℤ → ℤ) : Prop := ∀ j, x (j + n) = x j + N

/-- Energy per period: `V p` acts between `p`-th neighbours, for `p = 1, ..., P`. -/
def energy (V : ℕ → ℤ → ℝ) (n P : ℕ) (x : ℤ → ℤ) : ℝ :=
  ∑ p ∈ Icc 1 P, ∑ j ∈ range n, V p (x ((j : ℤ) + p) - x j)
```

In Lean a configuration is a function `ℤ → ℤ` satisfying `IsConfig`. The minimizer is `uniform`, where integer division by a positive `n` is the floor. The rounded mean distance $q_p=\lfloor pN/n\rfloor$ is `spacing`.

```lean
/-- The configuration `x_j = floor (j N / n)`, for `n ≥ 1`. -/
def uniform (n : ℕ) (N : ℤ) : ℤ → ℤ := fun j => j * N / (n : ℤ)

/-- The mean distance of `p`-th neighbours rounded down, `floor (p N / n)`, for `n ≥ 1`. -/
def spacing (n : ℕ) (N : ℤ) (p : ℕ) : ℤ := (p : ℤ) * N / (n : ℤ)
```

Convexity means that second differences are nonnegative. `ConvexFrom a` requires this at every $k>a$, so it involves only values of $V$ at distances $r\ge a$.

```lean
/-- The potential `V` is convex on the integers `r ≥ a`. -/
def ConvexFrom (a : ℤ) (V : ℤ → ℝ) : Prop :=
  ∀ k, a < k → 2 * V k ≤ V (k - 1) + V (k + 1)

/-- The potential `V` is strictly convex on the integers `r ≥ a`. -/
def StrictConvexFrom (a : ℤ) (V : ℤ → ℝ) : Prop :=
  ∀ k, a < k → 2 * V k < V (k - 1) + V (k + 1)
```

The line through $(q,V(q))$ and $(q+1,V(q+1))$ is called `chord`. It is extended in both directions, so a textbook would call it a secant. Summing it over the distances will give `groundEnergy`.

```lean
/-- The straight line through the values of `V` at `q` and `q + 1`, evaluated at `d`. -/
def chord (V : ℤ → ℝ) (q d : ℤ) : ℝ := V q + (V (q + 1) - V q) * ((d : ℝ) - q)

/-- The energy per period when, for each `p`, `p N - n q` of the `n` distances are `q + 1` and
the others are `q = floor (p N / n)`, for `n ≥ 1`. -/
def groundEnergy (V : ℕ → ℤ → ℝ) (n : ℕ) (N : ℤ) (P : ℕ) : ℝ :=
  ∑ p ∈ Icc 1 P, (n * V p (spacing n N p) +
    (V p (spacing n N p + 1) - V p (spacing n N p)) * (p * N - n * spacing n N p))
```

## Fixed density

The condition $x_{j+n}=x_j+N$ fixes the coverage at $n/N$. By hand, it enters through the sum of distances $S_p=\sum_{j=0}^{n-1}(x_{j+p}-x_j)$. Here $S_0=0$, and

$$S_{p+1}-S_p=\sum_{j=0}^{n-1}(x_{j+1+p}-x_{j+p})=x_{n+p}-x_p=N,$$

so $S_p=pN$ for every configuration. The Lean proof is the same induction on `p`, with `tele` as the telescoping sum.

```lean
/-- The distances between `p`-th neighbours in one period add up to `p N`. -/
theorem sum_distances {n : ℕ} {N : ℤ} {x : ℤ → ℤ} (hx : IsConfig n N x) (p : ℕ) :
    ∑ j ∈ range n, (x ((j : ℤ) + p) - x j) = p * N := by
  induction p with
  | zero => simp
  | succ p ih =>
    have tele : ∑ j ∈ range n, (x (((j + 1 : ℕ) : ℤ) + p) - x ((j : ℤ) + p))
        = x ((n : ℤ) + p) - x (((0 : ℕ) : ℤ) + p) :=
      Finset.sum_range_sub (fun j : ℕ => x ((j : ℤ) + p)) n
    have hp := hx p
    rw [add_comm (p : ℤ) (n : ℤ)] at hp
    have split : ∑ j ∈ range n, (x ((j : ℤ) + ((p + 1 : ℕ) : ℤ)) - x j)
        = ∑ j ∈ range n, (x (((j + 1 : ℕ) : ℤ) + p) - x ((j : ℤ) + p))
          + ∑ j ∈ range n, (x ((j : ℤ) + p) - x j) := by
      rw [← Finset.sum_add_distrib]
      apply Finset.sum_congr rfl
      intro j _
      have e : (j : ℤ) + ((p + 1 : ℕ) : ℤ) = ((j + 1 : ℕ) : ℤ) + p := by push_cast; ring
      rw [e]; ring
    rw [split, tele, ih, hp, Nat.cast_zero, zero_add]
    push_cast
    ring
```

If the density is left free, the result fails. For $n=N=P=1$ and $V_1(r)=-r$, which is convex, the sequence $2j$ has lower energy than $j$.

## Convex repulsion

Physically, convexity says that the repulsive force weakens, or at least does not grow, with distance. Write $\Delta_k=V(k+1)-V(k)$. Convexity makes these slopes nondecreasing, so for $m\ge0$

$$V(q+m)=V(q)+\sum_{i=0}^{m-1}\Delta_{q+i}\ge V(q)+m\Delta_q,$$

$$V(q-m)=V(q)-\sum_{i=1}^{m}\Delta_{q-i}\ge V(q)-m\Delta_q.$$

Thus $V(d)\ge V(q)+\Delta_q(d-q)$ on both sides. `chord_le` proves this by induction on $m$, carrying the slope comparison along with the bound.

```lean
/-- A potential convex on `r ≥ a` lies on or above its chord through `q` and `q + 1`, for
`q, d ≥ a`. -/
theorem chord_le {a : ℤ} {V : ℤ → ℝ} (hV : ConvexFrom a V) {q d : ℤ} (hq : a ≤ q)
    (hd : a ≤ d) : chord V q d ≤ V d := by
  rcases le_total q d with h | h
  · -- to the right every slope is at least that of the chord
    have key : ∀ m : ℕ, V (q + 1) - V q ≤ V (q + m + 1) - V (q + m) ∧
        chord V q (q + m) ≤ V (q + m) := by
      intro m
      induction m with
      | zero => simp [chord]
      | succ m ih =>
        obtain ⟨h1, h2⟩ := ih
        have c := hV (q + m + 1) (by omega)
        rw [show q + (m : ℤ) + 1 - 1 = q + m by ring] at c
        rw [show q + ((m + 1 : ℕ) : ℤ) = q + m + 1 by push_cast; ring]
        refine ⟨by linarith, ?_⟩
        simp only [chord] at h2 ⊢
        push_cast at h2 ⊢
        linarith
    obtain ⟨m, rfl⟩ : ∃ m : ℕ, d = q + m := ⟨(d - q).toNat, by omega⟩
    exact (key m).2
  · -- to the left every slope is at most that of the chord
    have key : ∀ m : ℕ, a ≤ q - m → V (q - m + 1) - V (q - m) ≤ V (q + 1) - V q ∧
        chord V q (q - m) ≤ V (q - m) := by
      intro m
      induction m with
      | zero => intro _; simp [chord]
      | succ m ih =>
        intro hm
        obtain ⟨h1, h2⟩ := ih (by omega)
        have c := hV (q - m) (by omega)
        rw [show q - ((m + 1 : ℕ) : ℤ) = q - m - 1 by push_cast; ring,
          show q - (m : ℤ) - 1 + 1 = q - m by ring]
        refine ⟨by linarith, ?_⟩
        simp only [chord] at h2 ⊢
        push_cast at h2 ⊢
        linarith
    obtain ⟨m, rfl⟩ : ∃ m : ℕ, d = q - m := ⟨(q - d).toNat, by omega⟩
    exact (key m hd).2
```

If convexity is strict, equality holds only at $d=q$ and $d=q+1$. For $d<q$, the line through $q-1$ and $q$ gives

$$V(d)\ge V(q)+\Delta_{q-1}(d-q)>V(q)+\Delta_q(d-q).$$

For $d>q+1$, the line through $q+1$ and $q+2$ does the same, since $\Delta_{q+1}>\Delta_q$. The proof makes these two comparisons. In each, `mul_pos` supplies a product of two positive factors, from which `nlinarith` derives the contradiction.

```lean
/-- A potential strictly convex on `r ≥ a` meets its chord, among distances `d ≥ a`, only at
`q` and `q + 1`, where `q ≥ a`. -/
theorem chord_eq_iff {a : ℤ} {V : ℤ → ℝ} (hV : StrictConvexFrom a V) {q d : ℤ} (hq : a ≤ q)
    (hd : a ≤ d) : chord V q d = V d ↔ d = q ∨ d = q + 1 := by
  have hc : ConvexFrom a V := fun k hk => (hV k hk).le
  constructor
  · intro h
    by_contra hne
    rcases lt_or_ge d q with hlt | hge
    · -- compare with the chord through q - 1 and q, whose slope is smaller
      have t := chord_le hc (q := q - 1) (by omega) hd
      have c := hV q (by omega)
      have hr : (d : ℝ) < q := by exact_mod_cast hlt
      simp only [chord] at h t
      rw [show q - 1 + 1 = q by ring] at t
      push_cast at t
      nlinarith [mul_pos (sub_pos.2 c) (sub_pos.2 hr)]
    · -- compare with the chord through q + 1 and q + 2
      have t := chord_le hc (q := q + 1) (by omega) hd
      have c := hV (q + 1) (by omega)
      have hz : q + 1 < d := by omega
      have hr : (q : ℝ) + 1 < d := by exact_mod_cast hz
      simp only [chord] at h t
      rw [show q + 1 - 1 = q by ring] at c
      push_cast at t
      nlinarith [mul_pos (sub_pos.2 c) (sub_pos.2 hr)]
  · rintro (rfl | rfl) <;> simp [chord]
```

Now put $q=q_p$ and sum over one period. With $\Delta^{(p)}=V_p(q_p+1)-V_p(q_p)$ and $S_p=pN$,

$$E(x)\ge\sum_{p=1}^{P}\left[nV_p(q_p)+\Delta^{(p)}(pN-nq_p)\right].$$

The right-hand side no longer depends on $x$. `sum_chord` identifies the summed lines with this constant.

```lean
lemma sum_chord (V : ℕ → ℤ → ℝ) {n : ℕ} {N : ℤ} (P : ℕ) {x : ℤ → ℤ} (hx : IsConfig n N x) :
    ∑ p ∈ Icc 1 P, ∑ j ∈ range n, chord (V p) (spacing n N p) (x ((j : ℤ) + p) - x j)
      = groundEnergy V n N P := by
  apply Finset.sum_congr rfl
  intro p _
  have h : ∑ j ∈ range n, ((x ((j : ℤ) + p) - x j : ℤ) : ℝ) = p * N := by
    exact_mod_cast sum_distances hx p
  simp only [chord, Finset.sum_add_distrib, ← Finset.mul_sum, Finset.sum_sub_distrib,
    Finset.sum_const, Finset.card_range, nsmul_eq_mul, h]
```

Repulsion without convexity is not enough. The potential $V_1(r)=-r^2$ decreases for $r\ge1$, yet with $n=2$, $N=4$, $P=1$ the gaps 1 and 3 give $-10$, below the $-8$ of two equal gaps.

## At least one particle per period

The hypothesis $n\ge1$ makes the mean spacing $N/n$ meaningful. If $n=0$ and $N\ne0$, periodicity would demand $x_j=x_j+N$, which no sequence satisfies.

For $n\ge1$, $\lfloor(j+n)N/n\rfloor=\lfloor jN/n\rfloor+N$, so the floor sequence is an allowed configuration.

```lean
lemma uniform_isConfig {n : ℕ} (hn : 0 < n) (N : ℤ) : IsConfig n N (uniform n N) := by
  intro j
  have h0 : (n : ℤ) ≠ 0 := by omega
  simp only [uniform]
  rw [show (j + n) * N = j * N + N * n by ring, Int.add_mul_ediv_right _ _ h0]
```

For real $a,b$ one has $\lfloor a\rfloor+\lfloor b\rfloor\le\lfloor a+b\rfloor\le\lfloor a\rfloor+\lfloor b\rfloor+1$. With $a=jN/n$ and $b=pN/n$, every $p$-th neighbour distance is therefore $q_p$ or $q_p+1$. Lean multiplies the floor inequalities by `n`, cancels it again, and leaves the integer conclusion to `omega`.

```lean
/-- For `n ≥ 1`, `p`-th neighbours in the floor configuration are `floor (p N / n)` or one more
site apart. -/
theorem uniform_distance {n : ℕ} (hn : 0 < n) (N j : ℤ) (p : ℕ) :
    uniform n N (j + p) - uniform n N j = spacing n N p ∨
      uniform n N (j + p) - uniform n N j = spacing n N p + 1 := by
  have hn' : (0 : ℤ) < n := by exact_mod_cast hn
  have lo (b : ℤ) : b / n * n ≤ b := Int.ediv_mul_le b hn'.ne'
  have hi (b : ℤ) : b < (b / n + 1) * n := Int.lt_ediv_add_one_mul_self b hn'
  simp only [uniform, spacing]
  have h1 : (j * N / n + p * N / n) * n < ((j + p) * N / n + 1) * (n : ℤ) := by
    linarith [lo (j * N), lo (p * N), hi ((j + p) * N)]
  have h2 : ((j + p) * N / n) * n < (j * N / n + p * N / n + 2) * (n : ℤ) := by
    linarith [hi (j * N), hi (p * N), lo ((j + p) * N)]
  have h3 := lt_of_mul_lt_mul_right h1 hn'.le
  have h4 := lt_of_mul_lt_mul_right h2 hn'.le
  omega
```

At these two distances the potential equals its line, so the floor configuration attains the bound.

```lean
/-- Closed form of the energy of the floor configuration, for `n ≥ 1`. -/
theorem energy_uniform (V : ℕ → ℤ → ℝ) {n : ℕ} (hn : 0 < n) (N : ℤ) (P : ℕ) :
    energy V n P (uniform n N) = groundEnergy V n N P := by
  rw [← sum_chord V P (uniform_isConfig hn N)]
  refine Finset.sum_congr rfl fun p _ => Finset.sum_congr rfl fun j _ => ?_
  rcases uniform_distance hn N j p with h | h <;> rw [h] <;> simp [chord]
```

The first main theorem combines the bound with its attainment. Its `N` may be any integer, and the competing sequences need not be ordered.

```lean
/-- If every `V p` is convex on the integers and `n ≥ 1`, then `x_j = floor (j N / n)` has the
least energy among all configurations with `n` particles per `N` sites. -/
theorem uniform_minimizes {V : ℕ → ℤ → ℝ} {n P : ℕ} (hn : 0 < n) (N : ℤ)
    (hV : ∀ p ∈ Icc 1 P, ∀ k, 2 * V p k ≤ V p (k - 1) + V p (k + 1)) :
    IsConfig n N (uniform n N) ∧
      ∀ x, IsConfig n N x → energy V n P (uniform n N) ≤ energy V n P x := by
  refine ⟨uniform_isConfig hn N, fun x hx => ?_⟩
  rw [energy_uniform V hn, ← sum_chord V P hx]
  exact Finset.sum_le_sum fun p hp => Finset.sum_le_sum fun j _ =>
    chord_le (fun k _ => hV p hp k) (min_le_left _ _) (min_le_right _ _)
```

## Ordered particles, at most one per site

The Coulomb repulsion $1/r$ is convex only at positive distances, so applying the first theorem to it is a mistake. With $n=N=2$ and $P=1$, the unordered distances $-1$ and $3$ give $-1+1/3$, below the energy 2 of the floor configuration. The negative term is an artefact of writing $1/r$ at a negative distance, but the physical $1/|r|$ gives $4/3$, which is also below 2.

The remedy is to require $x_j<x_{j+1}$, written `StrictMono`. This loses no arrangement of particles that exclude one another from a site, since they can be labelled from left to right. All distances entering the energy are then at least 1. The condition $n\le N$ says that the particles fit; if $n>N$, no strictly ordered configuration exists, because $x_n-x_0\ge n$.

By hand, $n\le N$ gives $pN/n\ge p\ge1$, hence $q_p\ge1$. The line then passes through two distances at which convexity is available.

```lean
lemma one_le_spacing {n p : ℕ} {N : ℤ} (hn : 0 < n) (hN : (n : ℤ) ≤ N) (hp : 1 ≤ p) :
    1 ≤ spacing n N p := by
  have hn' : (0 : ℤ) < n := by exact_mod_cast hn
  have hp' : (1 : ℤ) ≤ p := by exact_mod_cast hp
  rw [spacing, Int.le_ediv_iff_mul_le hn']
  nlinarith
```

The same fact at $p=1$ shows that the floor configuration is itself strictly ordered. The energy comparison repeats the earlier one, with `chord_le` used from distance 1 onwards.

```lean
/-- With at most one particle per site and `1 ≤ n ≤ N`, convexity at distances `r ≥ 1` suffices:
the floor configuration is strictly ordered and has the least energy among such ones. -/
theorem uniform_minimizes_ordered {V : ℕ → ℤ → ℝ} {n P : ℕ} {N : ℤ} (hn : 0 < n)
    (hN : (n : ℤ) ≤ N) (hV : ∀ p ∈ Icc 1 P, ConvexFrom 1 (V p)) :
    (IsConfig n N (uniform n N) ∧ StrictMono (uniform n N)) ∧
      ∀ x, IsConfig n N x → StrictMono x →
        energy V n P (uniform n N) ≤ energy V n P x := by
  refine ⟨⟨uniform_isConfig hn N, strictMono_int_of_lt_succ fun j => ?_⟩, fun x hx hm => ?_⟩
  · have h := uniform_distance hn N j 1
    have h1 := one_le_spacing hn hN le_rfl
    rw [Nat.cast_one] at h
    omega
  · rw [energy_uniform V hn, ← sum_chord V P hx]
    refine Finset.sum_le_sum fun p hp => Finset.sum_le_sum fun j _ => ?_
    have hp1 := (Finset.mem_Icc.1 hp).1
    have hd : x j < x ((j : ℤ) + p) := hm (by omega)
    exact chord_le (hV p hp) (one_le_spacing hn hN hp1) (by omega)
```

For spinless electrons on a chain with hopping switched off and convex repulsion kept up to the $P$-th neighbouring electron (not the $P$-th site), the floor configuration is a ground state at filling $n/N$, among states of that period. For $n<N$ it is charge-ordered; for $n=N$ every site is filled.

## Strict convexity and the full set of ground states

Strict convexity means that the force weakens at every step. Since each term of $E$ lies on or above its line, the total equals the bound only if every term does. The equality case above then says that every $p$-th neighbour distance is $q_p$ or $q_p+1$. In the proof, `Finset.sum_eq_sum_iff_of_le` performs the term-by-term step twice, once for each sum, and `chord_eq_iff` finishes.

```lean
/-- For potentials strictly convex on `r ≥ 1` and `1 ≤ n ≤ N`, a strictly ordered configuration
has the energy of the floor configuration exactly when all its `p`-th neighbour distances,
`p ≤ P`, are `floor (p N / n)` or one more. -/
theorem ground_state_iff {V : ℕ → ℤ → ℝ} {n P : ℕ} {N : ℤ} (hn : 0 < n) (hN : (n : ℤ) ≤ N)
    (hV : ∀ p ∈ Icc 1 P, StrictConvexFrom 1 (V p)) {x : ℤ → ℤ} (hx : IsConfig n N x)
    (hm : StrictMono x) :
    energy V n P x = energy V n P (uniform n N) ↔
      ∀ p ∈ Icc 1 P, ∀ j ∈ range n, x ((j : ℤ) + p) - x j = spacing n N p ∨
        x ((j : ℤ) + p) - x j = spacing n N p + 1 := by
  have hd : ∀ p ∈ Icc 1 P, ∀ j : ℕ, 1 ≤ x ((j : ℤ) + p) - x j := by
    intro p hp j
    have hp1 := (Finset.mem_Icc.1 hp).1
    have h : x j < x ((j : ℤ) + p) := hm (by omega)
    omega
  have hq : ∀ p ∈ Icc 1 P, 1 ≤ spacing n N p := fun p hp =>
    one_le_spacing hn hN (Finset.mem_Icc.1 hp).1
  have hle : ∀ p ∈ Icc 1 P, ∀ j ∈ range n,
      chord (V p) (spacing n N p) (x ((j : ℤ) + p) - x j) ≤ V p (x ((j : ℤ) + p) - x j) :=
    fun p hp j _ => chord_le (fun k hk => (hV p hp k hk).le) (hq p hp) (hd p hp j)
  -- equal sums of ordered terms are equal term by term
  rw [energy_uniform V hn, ← sum_chord V P hx, eq_comm, energy,
    Finset.sum_eq_sum_iff_of_le fun p hp => Finset.sum_le_sum (hle p hp)]
  refine forall₂_congr fun p hp => ?_
  rw [Finset.sum_eq_sum_iff_of_le (hle p hp)]
  exact forall₂_congr fun j _ => chord_eq_iff (hV p hp) (hq p hp) (hd p hp j)
```

Convexity alone does not give this characterisation. For $V_1(r)=-r$, $n=2$, $N=4$, $P=1$, the gaps 1, 3 and 2, 2 have equal energy.

The Coulomb potential qualifies, because for $k\ge2$

$$\frac1{k-1}+\frac1{k+1}-\frac2k=\frac{2}{k(k-1)(k+1)}>0.$$

Its prefactor is set to 1; any positive value would do. The theorems keep finitely many neighbour orders. Passing to the full Coulomb tail, $P\to\infty$ with a neutralising background, is a further step.

```lean
/-- The Coulomb repulsion `1 / r` is strictly convex on the distances `r ≥ 1`. -/
theorem coulomb_strictConvex : StrictConvexFrom 1 (fun r => 1 / (r : ℝ)) := by
  intro k hk
  have h1 : (1 : ℝ) < k := by exact_mod_cast hk
  have a1 : (0 : ℝ) < k - 1 := by linarith
  have a2 : (0 : ℝ) < k := by linarith
  have a3 : (0 : ℝ) < k + 1 := by linarith
  have e : 1 / ((k : ℝ) - 1) + 1 / ((k : ℝ) + 1) - 2 * (1 / (k : ℝ))
      = 2 / ((k : ℝ) * (k - 1) * (k + 1)) := by
    have b1 := a1.ne'
    have b2 := a2.ne'
    have b3 := a3.ne'
    field_simp
    ring
  have pos := div_pos (two_pos : (0 : ℝ) < 2) (mul_pos (mul_pos a2 a1) a3)
  push_cast
  linarith

end

end LatticeGas
```

```lean
#print axioms LatticeGas.uniform_minimizes
#print axioms LatticeGas.uniform_minimizes_ordered
#print axioms LatticeGas.ground_state_iff
#print axioms LatticeGas.coulomb_strictConvex
```

```
'LatticeGas.uniform_minimizes' depends on axioms: [propext, Classical.choice, Quot.sound]
'LatticeGas.uniform_minimizes_ordered' depends on axioms: [propext, Classical.choice, Quot.sound]
'LatticeGas.ground_state_iff' depends on axioms: [propext, Classical.choice, Quot.sound]
'LatticeGas.coulomb_strictConvex' depends on axioms: [propext, Classical.choice, Quot.sound]
```

## Four particles on six sites

For a pair energy $J(r)$ that depends only on distance, set $V_p=J$ for every $p\le P$. The sum then stops at the $P$-th neighbouring particle, whereas a cutoff in distance would keep all pairs within a fixed number of sites. Take $J(r)=1/r$, $n=4$, $N=6$ and $P=2$. The floor formula places particles at 0, 1, 3, 4 and repeats from 6, with gaps 1, 2, 1, 2.

Here $q_1=1$ and $q_2=3$, so the closed form gives $3+4/3=13/3$ per period. The gaps 1, 1, 2, 2 also give 3 from first neighbours, but their second-neighbour distances are 2, 3, 4, 3, and the total is $53/12$. First neighbours alone leave the two arrangements degenerate; second neighbours separate them by $1/12$.
